# The tree-level helicity difference of $\gamma\gamma\to e^+e^-$, divided by $s$, integrates to zero above threshold

Suppose that two photons of total helicity 2 and two photons of total helicity 0 produced lepton pairs with cross-sections $\sigma_2$ and $\sigma_0$ for which $\int (\sigma_2-\sigma_0)\,ds/s$ did not vanish, where $s$ is the squared centre-of-mass energy. If no other final states contributed, an unsubtracted dispersion relation would then give forward light-by-light scattering a low-energy term linear in $s$. Gauge invariance forbids such a term: the low-energy interaction contains four field strengths, so the forward amplitude starts at order $s^2$.

At lowest order in the fine-structure constant $\alpha$, and for one lepton of mass $m$, the Breit-Wheeler cross-sections give $\sigma_2-\sigma_0=8\pi\alpha^2D(s)$ in units $\hbar=c=1$, with

$$D(s)=\frac{2\,\mathrm{artanh}\,\beta-3\beta}{s},\qquad \beta=\sqrt{1-\frac{4m^2}{s}}.$$

For every $m>0$, $D(s)/s$ is integrable on $(4m^2,\infty)$ and its integral is zero. The cancellation is between a negative region near threshold and a positive one at high energy. In a dispersive calculation of photon-photon scattering restricted to this one tree-level channel, the linear coefficient therefore vanishes.

The step from Feynman diagrams to $D$ is physics input: Lean receives $D$ as a definition. Higher orders and other final states, which also enter the sum rule for the physical cross-sections, are absent.

```lean
import Mathlib

open Filter Topology

namespace LightByLightSumRule

noncomputable section
```

## Velocity, rapidity and the helicity difference

Each lepton has energy $E=\sqrt s/2$ and squared momentum $p^2=s/4-m^2$, so its velocity is $\beta=p/E=\sqrt{1-4m^2/s}$.

```lean
/-- Velocity of each lepton of mass `m` in the centre-of-mass frame at squared energy `s`,
for `s ≥ 4m²` and `s ≠ 0`. -/
def velocity (m s : ℝ) : ℝ := Real.sqrt (1 - 4 * m ^ 2 / s)
```

The rapidity of a particle with velocity $b$ is $\mathrm{artanh}\,b=\tfrac12[\ln(1+b)-\ln(1-b)]$.

```lean
/-- The rapidity `artanh b` of a particle with velocity `b`, for `|b| < 1`. -/
def rapidity (b : ℝ) : ℝ := (Real.log (1 + b) - Real.log (1 - b)) / 2
```

Here `rapidity` refers to the full velocity; collider texts often use the word for the component along the beam. With $b=\beta$ it gives $D$, with the factor $8\pi\alpha^2$ left out.

```lean
/-- The Breit-Wheeler helicity difference `D(s)` (helicity 2 minus helicity 0), up to a constant
factor, for `m > 0` and `s ≥ 4m²`. -/
def helicityDifference (m s : ℝ) : ℝ :=
  (2 * rapidity (velocity m s) - 3 * velocity m s) / s
```

The integral will be done with the primitive
$$F(s)=\frac{2(\beta-\mathrm{artanh}\,\beta)}{s}.$$

```lean
/-- The function `2(β - artanh β)/s` of the squared energy, for `m > 0` and `s ≥ 4m²`. -/
def cutoffSum (m s : ℝ) : ℝ := 2 * (velocity m s - rapidity (velocity m s)) / s
```

The name `cutoffSum` anticipates that $F(S)$ is the integral from threshold up to a cutoff $S$. In all these definitions `m` and `s` are real numbers, and the theorems supply the physical range through the hypotheses `0 < m` and $s\ge 4m^2$ or $s>4m^2$.

Differentiating the logarithms gives
$$\frac{d}{db}\,\mathrm{artanh}\,b=\frac12\left(\frac1{1+b}+\frac1{1-b}\right)=\frac1{1-b^2},\qquad |b|<1.$$

```lean
/-- Below the speed of light, the rapidity grows with velocity at the rate `1/(1 - b²)`. -/
theorem hasDerivAt_rapidity {b : ℝ} (h : -1 < b) (h' : b < 1) :
    HasDerivAt rapidity (1 / (1 - b ^ 2)) b := by
  have hp : 1 + b ≠ 0 := by linarith
  have hn : 1 - b ≠ 0 := by linarith
  have h1 := ((hasDerivAt_id' b).const_add 1).log hp
  have h2 := ((hasDerivAt_id' b).const_sub 1).log hn
  refine HasDerivAt.congr_deriv (f := rapidity) ((h1.fun_sub h2).div_const 2) ?_
  rw [show 1 - b ^ 2 = (1 + b) * (1 - b) by ring]
  field_simp
  ring
```

`HasDerivAt` says that the function is differentiable at the point and has the stated derivative there.

For $s\ge4m^2$ we have $0<4m^2/s\le1$. Hence $\beta^2=1-4m^2/s$ lies in $[0,1)$, and so does $\beta$.

```lean
/-- For massive leptons at or above threshold, the velocity lies in `[0, 1)` and satisfies
`β² = 1 - 4m²/s`. -/
theorem velocity_bounds {m s : ℝ} (hm : 0 < m) (hs : 4 * m ^ 2 ≤ s) :
    0 ≤ velocity m s ∧ velocity m s < 1 ∧ velocity m s ^ 2 = 1 - 4 * m ^ 2 / s := by
  have hm2 : 0 < 4 * m ^ 2 := by positivity
  have hs0 : 0 < s := by linarith
  have h1 : 4 * m ^ 2 / s ≤ 1 := (div_le_one hs0).mpr hs
  have h2 : 0 < 4 * m ^ 2 / s := div_pos hm2 hs0
  have h0 : 0 ≤ velocity m s := Real.sqrt_nonneg _
  have hsq : velocity m s ^ 2 = 1 - 4 * m ^ 2 / s := Real.sq_sqrt (by linarith)
  exact ⟨h0, by nlinarith, hsq⟩
```

## Negative near threshold, positive at high energy

Let $g(b)=2\,\mathrm{artanh}\,b-3b$, so that $D=g(\beta)/s$. Then $g(0)=0$ and
$$g'(b)=\frac{2}{1-b^2}-3<0\quad\text{for } b^2<\tfrac13.$$
If $4m^2<s\le6m^2$, then $0<\beta^2\le\tfrac13$. So $g$ falls strictly on $[0,\beta]$, which gives $g(\beta)<0$ and $D(s)<0$.

```lean
/-- Just above threshold, for `4m² < s ≤ 6m²` with `m > 0`, the helicity difference is
negative. -/
theorem neg_near_threshold {m s : ℝ} (hm : 0 < m) (h : 4 * m ^ 2 < s) (h' : s ≤ 6 * m ^ 2) :
    helicityDifference m s < 0 := by
  have hs : 0 < s := by nlinarith [pow_pos hm 2]
  obtain ⟨h0, h1, hsq⟩ := velocity_bounds hm h.le
  have hlt : 4 * m ^ 2 / s < 1 := (div_lt_one hs).mpr h
  have hge : 2 / 3 ≤ 4 * m ^ 2 / s := by
    rw [le_div_iff₀ hs]
    linarith
  unfold helicityDifference
  refine div_neg_of_neg_of_pos ?_ hs
  generalize velocity m s = b at *
  have hb3 : b ^ 2 ≤ 1 / 3 := by linarith
  have hb : 0 < b := lt_of_le_of_ne h0 (by intro hz; rw [← hz] at hsq; linarith)
  have hd : ∀ x ∈ Set.Icc 0 b, HasDerivAt (fun y => 2 * rapidity y - 3 * y)
      (2 * (1 / (1 - x ^ 2)) - 3) x := fun x hx =>
    (((hasDerivAt_rapidity (by linarith [hx.1]) (by linarith [hx.2])).const_mul 2).fun_sub
      ((hasDerivAt_id' x).const_mul 3)).congr_deriv (by ring)
  -- `2 artanh x - 3x` starts at zero and falls as long as `x² < 1/3`
  have hanti : StrictAntiOn (fun y => 2 * rapidity y - 3 * y) (Set.Icc 0 b) := by
    refine strictAntiOn_of_deriv_neg (convex_Icc 0 b)
      (fun x hx => (hd x hx).continuousAt.continuousWithinAt) fun x hx => ?_
    rw [interior_Icc] at hx
    rw [(hd x (Set.Ioo_subset_Icc_self hx)).deriv]
    have h3 : x ^ 2 < 1 / 3 := by nlinarith [hx.1, hx.2]
    have h4 : 1 / (1 - x ^ 2) < 3 / 2 := by
      rw [div_lt_iff₀ (by linarith)]
      linarith
    linarith
  have h5 := hanti ⟨le_rfl, h0⟩ ⟨h0, le_rfl⟩ hb
  have h00 : rapidity 0 = 0 := by simp [rapidity]
  simp only [h00, mul_zero, sub_zero] at h5
  exact h5
```

The local fact `hanti` is the strict decrease of $g$. It needs the sign of $g'$ only in the interior of the interval, which is why $s=6m^2$ can be included.

At high energy take $s\ge4e^3m^2\approx80.3\,m^2$. Then $e^3(1-\beta)(1+\beta)=e^3\cdot4m^2/s\le1$. Since $1+\beta\ge1$, it follows that $e^3(1-\beta)\le1\le1+\beta$. Taking logarithms,
$$3+\ln(1-\beta)\le\ln(1+\beta),\qquad\text{so}\qquad 2\,\mathrm{artanh}\,\beta\ge3>3\beta,$$
and $D(s)>0$.

```lean
/-- At high energy, for `s ≥ 4e³m²` with `m > 0`, the helicity difference is positive. -/
theorem pos_high_energy {m s : ℝ} (hm : 0 < m) (h : 4 * Real.exp 3 * m ^ 2 ≤ s) :
    0 < helicityDifference m s := by
  have hE : 1 < Real.exp 3 := Real.one_lt_exp_iff.mpr (by norm_num)
  have hm2 : 0 < m ^ 2 := by positivity
  have h4 : 4 * m ^ 2 ≤ s := by nlinarith
  have hs : 0 < s := by linarith
  obtain ⟨h0, h1, hsq⟩ := velocity_bounds hm h4
  have hle : Real.exp 3 * (4 * m ^ 2 / s) ≤ 1 := by
    rw [← mul_div_assoc, div_le_one hs]
    linarith
  rw [show 4 * m ^ 2 / s = (1 - velocity m s) * (1 + velocity m s) by
    linear_combination hsq] at hle
  have hn : 0 < 1 - velocity m s := by linarith
  -- the rapidity is at least 3/2
  have hq : Real.exp 3 * (1 - velocity m s) ≤ 1 + velocity m s := by
    nlinarith [mul_nonneg (mul_pos (Real.exp_pos 3) hn).le h0]
  have hl := Real.log_le_log (mul_pos (Real.exp_pos 3) hn) hq
  rw [Real.log_mul (Real.exp_pos 3).ne' hn.ne', Real.log_exp] at hl
  unfold helicityDifference rapidity
  exact div_pos (by linarith) hs
```

The inequality before the logarithm is `hq`, and `hl` is its logarithm. These two theorems leave the sign of $D$ between $6m^2$ and $4e^3m^2$ open; numerically, $D$ vanishes near $s=15.2\,m^2$.

## The primitive and the integral up to a cutoff

From threshold upwards $s\neq0$ and $\beta<1$, so the logarithms are finite and both $F(s)$ and $D(s)/s$ are continuous. This includes $s=4m^2$, where $\beta=0$ and the square root has infinite slope.

```lean
/-- For massive leptons, `2(β - artanh β)/s` and the sum-rule integrand `D(s)/s` are continuous
at every energy from threshold upwards. -/
theorem continuousAt_sum {m s : ℝ} (hm : 0 < m) (hs : 4 * m ^ 2 ≤ s) :
    ContinuousAt (cutoffSum m) s ∧ ContinuousAt (fun x => helicityDifference m x / x) s := by
  have hs0 : s ≠ 0 := by nlinarith [pow_pos hm 2]
  obtain ⟨h0, h1, -⟩ := velocity_bounds hm hs
  have hv : ContinuousAt (velocity m) s :=
    (continuousAt_const.sub (continuousAt_const.div continuousAt_id hs0)).sqrt
  have hr : ContinuousAt (fun x => rapidity (velocity m x)) s :=
    ContinuousAt.comp (hasDerivAt_rapidity (by linarith) h1).continuousAt hv
  exact ⟨(continuousAt_const.mul (hv.sub hr)).div continuousAt_id hs0,
    (((continuousAt_const.mul hr).sub (continuousAt_const.mul hv)).div
      continuousAt_id hs0).div continuousAt_id hs0⟩
```

Above threshold, the chain rule and $4m^2/s=1-\beta^2$ give
$$\frac{d\beta}{ds}=\frac{4m^2}{2\beta s^2}=\frac{1-\beta^2}{2s\beta},\qquad
\frac{d}{ds}\,\mathrm{artanh}\,\beta=\frac1{2s\beta}.$$
Their difference is $-\beta/(2s)$. The quotient rule then yields
$$F'(s)=-\frac{\beta}{s^2}-\frac{2(\beta-\mathrm{artanh}\,\beta)}{s^2}
=\frac{2\,\mathrm{artanh}\,\beta-3\beta}{s^2}=\frac{D(s)}s.$$

```lean
/-- For massive leptons above threshold, the energy derivative of `2(β - artanh β)/s` is the
sum-rule integrand `D(s)/s`. -/
theorem hasDerivAt_cutoffSum {m s : ℝ} (hm : 0 < m) (hs : 4 * m ^ 2 < s) :
    HasDerivAt (cutoffSum m) (helicityDifference m s / s) s := by
  have hs0 : 0 < s := by nlinarith [pow_pos hm 2]
  obtain ⟨h0, h1, hsq⟩ := velocity_bounds hm hs.le
  have hlt : 4 * m ^ 2 / s < 1 := (div_lt_one hs0).mpr hs
  have hin : HasDerivAt (fun x : ℝ => 1 - 4 * m ^ 2 / x) (4 * m ^ 2 / s ^ 2) s :=
    (((hasDerivAt_const s (4 * m ^ 2)).fun_div (hasDerivAt_id' s) hs0.ne').const_sub
      1).congr_deriv (by ring)
  have hv : HasDerivAt (velocity m) (4 * m ^ 2 / s ^ 2 / (2 * velocity m s)) s :=
    hin.sqrt (by linarith)
  have hq : 1 - velocity m s ^ 2 = 4 * m ^ 2 / s := by rw [hsq]; ring
  -- eliminate the mass in favour of the velocity
  have hv' := hv.congr_deriv (show _ = (1 - velocity m s ^ 2) / (2 * s * velocity m s) by
    rw [hq]; ring)
  have hr := (hasDerivAt_rapidity (by linarith) h1).comp s hv'
  refine HasDerivAt.congr_deriv (f := cutoffSum m)
    (((hv'.fun_sub hr).const_mul 2).fun_div (hasDerivAt_id' s) hs0.ne') ?_
  have hb : velocity m s ≠ 0 := by
    intro h
    rw [h] at hsq
    linarith
  have hne : 1 - velocity m s ^ 2 ≠ 0 := by nlinarith
  simp only [Function.comp_apply, helicityDifference]
  generalize velocity m s = b at *
  field_simp
  ring
```

In the code `hv'` is the derivative of the velocity with the mass eliminated, and `hr` is that of the rapidity. The last `field_simp` and `ring` carry out the algebra of the quotient rule. The inequality is strict because the derivation divides by $\beta$.

At threshold $\beta=0$, hence $F(4m^2)=0$. The fundamental theorem of calculus gives, for $S\ge4m^2$,
$$\int_{4m^2}^{S}\frac{D(s)}s\,ds=F(S)=\frac{2(\beta_S-\mathrm{artanh}\,\beta_S)}S,$$
where $\beta_S$ is the velocity at energy $S$.

```lean
/-- For massive leptons, the sum-rule integral from threshold up to a cutoff `S ≥ 4m²` equals
`2(β - artanh β)/S`, with `β` the velocity at the cutoff. -/
theorem cutoff_sum_rule {m S : ℝ} (hm : 0 < m) (hS : 4 * m ^ 2 ≤ S) :
    ∫ s in (4 * m ^ 2)..S, helicityDifference m s / s = cutoffSum m S := by
  have hm2 : 4 * m ^ 2 ≠ 0 := by positivity
  have h0 : cutoffSum m (4 * m ^ 2) = 0 := by
    simp [cutoffSum, velocity, rapidity, div_self hm2]
  rw [intervalIntegral.integral_eq_sub_of_hasDerivAt_of_le hS
    (fun x hx => (continuousAt_sum hm hx.1).1.continuousWithinAt)
    (fun x hx => hasDerivAt_cutoffSum hm hx.1)
    (ContinuousOn.intervalIntegrable fun x hx => (continuousAt_sum hm
      (by rw [Set.uIcc_of_le hS] at hx; exact hx.1)).2.continuousWithinAt), h0, sub_zero]
```

The version of the fundamental theorem used here asks for continuity on the closed interval and a derivative only inside it, so the infinite slope of $\beta$ at threshold does no harm.

Together with the zero total proved in the next section, this formula also gives the part of the tree-level integral beyond a cutoff: it is $-F(S)$. With $S=100\,m^2$ one has $\beta_S\approx0.980$ and $\mathrm{artanh}\,\beta_S\approx2.292$, so the integral up to $S$ is about $-0.0263/m^2$. The remaining tail contributes $+0.0263/m^2$. Multiplied by $8\pi\alpha^2$, this is the amount missing from the tree-level cross-section integral truncated at $S$.

## Removing the cutoff

Replacing $1/s$ by $(1-\beta^2)/(4m^2)$ turns the primitive into
$$F=\frac{(1-\beta^2)(\beta-\mathrm{artanh}\,\beta)}{2m^2}.$$
As $s\to\infty$, $\beta\to1$. The term $(1-\beta^2)\beta$ tends to zero, and
$$(1-\beta^2)\,\mathrm{artanh}\,\beta=\tfrac12\big[(1-\beta)(1+\beta)\ln(1+\beta)-(1+\beta)(1-\beta)\ln(1-\beta)\big]$$
also tends to zero, because $x\ln x\to0$ as $x\to0^+$. So $F(s)\to0$.

```lean
/-- For massive leptons, `2(β - artanh β)/s` tends to zero at high energy. -/
theorem tendsto_cutoffSum {m : ℝ} (hm : 0 < m) : Tendsto (cutoffSum m) atTop (𝓝 0) := by
  have hm2 : 0 < m ^ 2 := by positivity
  have hv : Tendsto (velocity m) atTop (𝓝 1) := by
    have h : Tendsto (fun s : ℝ => Real.sqrt (1 - 4 * m ^ 2 / s)) atTop
        (𝓝 (Real.sqrt (1 - 0))) :=
      (tendsto_const_nhds.sub (tendsto_const_nhds.div_atTop tendsto_id)).sqrt
    rw [sub_zero, Real.sqrt_one] at h
    exact h
  -- the logarithm at the speed of light is tamed by `x log x → 0`
  have hH : Tendsto (fun b : ℝ => (1 - b ^ 2) * (b - rapidity b)) (𝓝 1) (𝓝 0) := by
    have hp : Continuous fun b : ℝ => (1 + b) * Real.log (1 + b) :=
      Real.continuous_mul_log.comp (continuous_const.add continuous_id)
    have hn : Continuous fun b : ℝ => (1 - b) * Real.log (1 - b) :=
      Real.continuous_mul_log.comp (continuous_const.sub continuous_id)
    have hc : Continuous fun b : ℝ => (1 - b ^ 2) * b - ((1 - b) * ((1 + b) * Real.log (1 + b))
        - (1 + b) * ((1 - b) * Real.log (1 - b))) / 2 :=
      (by fun_prop : Continuous fun b : ℝ => (1 - b ^ 2) * b).sub
        ((((continuous_const.sub continuous_id).mul hp).sub
          ((continuous_const.add continuous_id).mul hn)).div_const 2)
    refine (hc.tendsto' 1 0 (by norm_num)).congr fun b => ?_
    unfold rapidity
    ring
  have h := (hH.comp hv).div_const (2 * m ^ 2)
  rw [zero_div] at h
  refine h.congr' ?_
  filter_upwards [eventually_gt_atTop (4 * m ^ 2)] with s hs
  have hs0 : s ≠ 0 := by linarith
  have hq : 1 - velocity m s ^ 2 = 4 * m ^ 2 / s := by
    rw [(velocity_bounds hm hs.le).2.2]; ring
  simp only [Function.comp_apply, cutoffSum]
  rw [hq]
  field_simp
  ring
```

`Tendsto (cutoffSum m) atTop (𝓝 0)` is the statement $F(s)\to0$ as $s\to\infty$. The proof takes the limit in the velocity first (`hH`) and then composes it with $\beta\to1$ (`hv`).

For integrability, split the range at $4e^3m^2$. Below this energy $D(s)/s$ is continuous on a closed bounded interval. Above it the integrand is positive and its primitive has a finite limit, so its integral converges. Therefore
$$\int_{4m^2}^{\infty}\frac{D(s)}s\,ds=\lim_{S\to\infty}F(S)-F(4m^2)=0-0=0.$$

```lean
/-- Light-by-light sum rule at tree level: for lepton mass `m > 0`, the helicity difference
divided by `s` is integrable above threshold and its integral is zero. -/
theorem light_by_light_sum_rule {m : ℝ} (hm : 0 < m) :
    MeasureTheory.IntegrableOn (fun s => helicityDifference m s / s) (Set.Ioi (4 * m ^ 2)) ∧
    ∫ s in Set.Ioi (4 * m ^ 2), helicityDifference m s / s = 0 := by
  have hm2 : 0 < m ^ 2 := by positivity
  have hE : 1 < Real.exp 3 := Real.one_lt_exp_iff.mpr (by norm_num)
  have hle : 4 * m ^ 2 ≤ 4 * Real.exp 3 * m ^ 2 := by nlinarith
  -- continuity at low energy, positivity at high energy
  have hint : MeasureTheory.IntegrableOn (fun s => helicityDifference m s / s)
      (Set.Ioi (4 * m ^ 2)) := by
    rw [← Set.Ioc_union_Ioi_eq_Ioi hle]
    refine MeasureTheory.IntegrableOn.union ?_ ?_
    · exact (ContinuousOn.integrableOn_Icc fun x hx =>
        (continuousAt_sum hm hx.1).2.continuousWithinAt).mono_set Set.Ioc_subset_Icc_self
    · exact MeasureTheory.integrableOn_Ioi_deriv_of_nonneg
        (continuousAt_sum hm hle).1.continuousWithinAt
        (fun x hx => hasDerivAt_cutoffSum hm (lt_of_le_of_lt hle hx))
        (fun x hx => div_nonneg (pos_high_energy hm (Set.mem_Ioi.mp hx).le).le
          (by linarith [Set.mem_Ioi.mp hx])) (tendsto_cutoffSum hm)
  have h0 : cutoffSum m (4 * m ^ 2) = 0 := by
    rw [← cutoff_sum_rule hm le_rfl, intervalIntegral.integral_same]
  refine ⟨hint, ?_⟩
  rw [MeasureTheory.integral_Ioi_of_hasDerivAt_of_tendsto
    (continuousAt_sum hm le_rfl).1.continuousWithinAt
    (fun x hx => hasDerivAt_cutoffSum hm hx) hint (tendsto_cutoffSum hm), h0, sub_zero]

end

end LightByLightSumRule
```

`Set.Ioi (4 * m ^ 2)` is the open half-line above threshold, and `IntegrableOn` means that $|D(s)|/s$ has a finite integral there. This first half gives the second its content, since Mathlib assigns the value zero to the integral of any non-integrable function. The proof joins the two energy ranges in `hint` and then evaluates the primitive at both ends.

```lean
#print axioms LightByLightSumRule.neg_near_threshold
#print axioms LightByLightSumRule.light_by_light_sum_rule
```

```
'LightByLightSumRule.neg_near_threshold' depends on axioms: [propext, Classical.choice, Quot.sound]
'LightByLightSumRule.light_by_light_sum_rule' depends on axioms: [propext, Classical.choice, Quot.sound]
```
